# At fixed geometry, permuted adaptive partitioning energies with inclusion probabilities $p$ and $q$ differ by at most $M\sum_i|p_i-q_i|$ if switching any one buffer group to QM always changes the energy by at most $M$

**Q.** Let me fix the terms before I object. $B$ is a finite set of buffer groups, say solvent molecules near an active site that is always treated quantum mechanically. For $S\subseteq B$, $E(S)$ is the total QM/MM energy when the groups in $S$ are also in the QM region. Each group has an inclusion probability $p_i\in[0,1]$, usually a smooth function of its distance from the active site. The adaptive energy is

$$A_B(E,p)=\sum_{S\subseteq B}\Big(\prod_{i\in S}p_i\Big)\Big(\prod_{j\in B\setminus S}(1-p_j)\Big)E(S).$$

Is that what the Lean file defines?

**A.** Yes. Group labels live in a type `ι`, and `B` is a `Finset ι`.

```lean
import Mathlib

open Finset

namespace PermutedAdaptivePartitioning

variable {ι : Type*} [DecidableEq ι]
```

The energy is an arbitrary function `E : Finset ι → ℝ`, and $A_B(E,p)$ is `papEnergy B E p`. Both `E` and `p` are defined beyond `B`, but only subsets and members of `B` enter the sum.

```lean
/-- The permuted adaptive partitioning energy: the average of the subset energies `E S` over
all sets `S` of buffer groups in `B`, each group `i` being included independently with
probability `p i`. -/
noncomputable def papEnergy (B : Finset ι) (E : Finset ι → ℝ) (p : ι → ℝ) : ℝ :=
  ∑ S ∈ B.powerset, ((∏ i ∈ S, p i) * ∏ i ∈ B \ S, (1 - p i)) * E S
```

**Q.** An arbitrary function? There is no Hamiltonian in that, and no geometry.

**A.** The nuclear positions are frozen, and $E(S)$ is whatever number your QM/MM scheme returns for partition $S$. The theorem compares two sets of probabilities, $p$ and $q$, with the same $E$. That is the situation when you change the smoothing function or the width of the buffer zone at one geometry. For a change of width, take $B$ to contain the buffer groups of both choices; a group outside the buffer zone in one of them then has probability 0 (MM) or 1 (QM) there. Along a trajectory $E$ changes as well, and neither that change nor the forces are covered.

**Q.** Then something must be assumed about $E$.

**A.** One condition: $|E(S\cup\{i\})-E(S)|\le M_i$ for every $S\subseteq B$ and every $i\in B$ not in $S$. For $i\in S$ the change is zero anyway. The number $M_i$ is an upper bound on the size of the change in total energy when group $i$ goes from the MM to the QM description, whatever the other groups are doing. It is assumed, not computed from a method. It also contains any offset between the QM and MM energy zeros of that group, so it is small only if those zeros have been aligned.

**Q.** There are $2^{|B|}$ partitions. How does the estimate avoid growing with that number?

**A.** By treating one group at a time. Take $a\notin B$ and write $E^a(S)=E(S\cup\{a\})$. Every subset of $B\cup\{a\}$ is either $S$ or $S\cup\{a\}$ with $S\subseteq B$. In the first case $a$ contributes the factor $1-p_a$, in the second $p_a$. Hence

$$A_{B\cup\{a\}}(E,p)=(1-p_a)\,A_B(E,p)+p_a\,A_B(E^a,p).$$

In Lean, `Finset.sum_powerset_insert` splits the sum in this way, and the two bullets extract the factor belonging to `a` from each product.

```lean
/-- Conditioning on one buffer group `a`: the energy is the mixture, with weights `1 - p a` and
`p a`, of the averages in which `a` is left out of and put into the QM region. -/
theorem papEnergy_insert {a : ι} {B : Finset ι} (ha : a ∉ B) (E : Finset ι → ℝ) (p : ι → ℝ) :
    papEnergy (insert a B) E p =
      (1 - p a) * papEnergy B E p + p a * papEnergy B (fun S => E (insert a S)) p := by
  unfold papEnergy
  rw [Finset.sum_powerset_insert ha, Finset.mul_sum, Finset.mul_sum]
  congr 1
  · refine Finset.sum_congr rfl fun S hS => ?_
    have haS : a ∉ S := fun h => ha (Finset.mem_powerset.mp hS h)
    have hset : insert a B \ S = insert a (B \ S) := by
      ext x
      by_cases hx : x = a <;> simp [hx, haS]
    have haBS : a ∉ B \ S := fun h => ha (Finset.mem_sdiff.mp h).1
    rw [hset, Finset.prod_insert haBS]
    ring
  · refine Finset.sum_congr rfl fun S hS => ?_
    have haS : a ∉ S := fun h => ha (Finset.mem_powerset.mp hS h)
    have hset : insert a B \ insert a S = B \ S := by
      ext x
      by_cases hx : x = a <;> simp [hx, ha]
    rw [hset, Finset.prod_insert haS]
    ring
```

**Q.** That relates averages of two different energy functions. You will need to compare them.

**A.** Suppose $|F(S)-G(S)|\le\delta$ for all $S\subseteq B$. Then $|A_B(F,p)-A_B(G,p)|\le\delta$. For $B=\varnothing$ the averages are $F(\varnothing)$ and $G(\varnothing)$. To add a group $a$, use the conditioning formula:

$$\begin{aligned}A_{B\cup\{a\}}(F,p)-A_{B\cup\{a\}}(G,p)={}&(1-p_a)\,[A_B(F,p)-A_B(G,p)]\\&+p_a\,[A_B(F^a,p)-A_B(G^a,p)].\end{aligned}$$

Both brackets are at most $\delta$ in size by induction, and the weights are nonnegative with sum one. This is where $p_a\in[0,1]$ is used. In the code, `e0` and `e1` are the two inductive bounds, the four `mul_le_mul_of_nonneg_left` lines multiply them by the weights, and `linarith` adds the results.

```lean
/-- If two sets of subset energies agree to within `δ` for every partition, their adaptive
averages with the same inclusion probabilities agree to within `δ`. -/
theorem papEnergy_energy_error (B : Finset ι) (p : ι → ℝ)
    (hp : ∀ i ∈ B, 0 ≤ p i ∧ p i ≤ 1) (F G : Finset ι → ℝ) (δ : ℝ)
    (h : ∀ S ⊆ B, |F S - G S| ≤ δ) :
    |papEnergy B F p - papEnergy B G p| ≤ δ := by
  induction B using Finset.induction_on generalizing F G with
  | empty => simpa [papEnergy] using h ∅ (Finset.Subset.refl _)
  | insert a B ha ih =>
    obtain ⟨h0, h1⟩ := hp a (Finset.mem_insert_self a B)
    have hp' : ∀ i ∈ B, 0 ≤ p i ∧ p i ≤ 1 := fun i hi => hp i (Finset.mem_insert_of_mem hi)
    have e0 := abs_le.mp (ih hp' F G
      (fun S hS => h S (hS.trans (Finset.subset_insert a B))))
    have e1 := abs_le.mp (ih hp' (fun S => F (insert a S)) (fun S => G (insert a S))
      (fun S hS => h _ (Finset.insert_subset_insert a hS)))
    have h1' : 0 ≤ 1 - p a := sub_nonneg.mpr h1
    -- a convex combination of two errors of size at most δ
    have u0 := mul_le_mul_of_nonneg_left e0.1 h1'
    have u1 := mul_le_mul_of_nonneg_left e0.2 h1'
    have v0 := mul_le_mul_of_nonneg_left e1.1 h0
    have v1 := mul_le_mul_of_nonneg_left e1.2 h0
    rw [papEnergy_insert ha, papEnergy_insert ha, abs_le]
    constructor <;> linarith
```

Read physically, the lemma says that a uniform error in the subset energies is not amplified by the averaging.

**Q.** Now the main estimate, with both $p$ and $q$ in play.

**A.** Apply the conditioning formula to each, and add and subtract terms so that $p_a$ weights the first two differences:

$$\begin{aligned}
A_{B\cup\{a\}}(E,p)-A_{B\cup\{a\}}(E,q)={}&(1-p_a)\,[A_B(E,p)-A_B(E,q)]\\
&+p_a\,[A_B(E^a,p)-A_B(E^a,q)]\\
&+(p_a-q_a)\,[A_B(E^a,q)-A_B(E,q)].
\end{aligned}$$

Collecting the coefficients of $A_B(E,q)$ gives $-(1-p_a)-(p_a-q_a)=-(1-q_a)$, and those of $A_B(E^a,q)$ give $-p_a+(p_a-q_a)=-q_a$, as required.

By induction each of the first two brackets is at most $\sum_{i\in B}M_i|p_i-q_i|$ in size, and so is their convex combination. In the third bracket $|E^a(S)-E(S)|\le M_a$ for every $S\subseteq B$, so the previous lemma with $\delta=M_a$ bounds that term by $M_a|p_a-q_a|$. The total is the sum over $B\cup\{a\}$. For $B=\varnothing$ both sides are zero.

**Q.** You applied the induction hypothesis to $E^a$, which is a different energy surface. Is that legitimate?

**A.** It is, provided the statement being proved by induction covers all energy functions, and that is the device on which the Lean proof depends: `generalizing E` in the `induction` line. Without it, `ih` would concern only the original `E`, and the second bracket would be out of reach. With it, `ih` accepts any energy function together with a proof that its increments are bounded. The code calls it once with `E` and once with `fun S => E (insert a S)`.

For the second call the increment bound must be passed on to $E^a$:

$$E^a(S\cup\{i\})-E^a(S)=E\big((S\cup\{a\})\cup\{i\}\big)-E(S\cup\{a\}),$$

which is an increment of $E$ at the partition $S\cup\{a\}$. `Finset.insert_comm` exchanges the order in which $a$ and $i$ are inserted. The facts `e2` and `e3` then treat the third bracket, and `linarith` assembles the three parts.

```lean
/-- If moving group `i` into the QM region changes the energy by at most `M i`, the adaptive
energies for inclusion probabilities `p` and `q` differ by at most `∑ M i * |p i - q i|`. -/
theorem papEnergy_sub_le_sum (B : Finset ι) (E : Finset ι → ℝ) (M p q : ι → ℝ)
    (hp : ∀ i ∈ B, 0 ≤ p i ∧ p i ≤ 1) (hq : ∀ i ∈ B, 0 ≤ q i ∧ q i ≤ 1)
    (h : ∀ S ⊆ B, ∀ i ∈ B, i ∉ S → |E (insert i S) - E S| ≤ M i) :
    |papEnergy B E p - papEnergy B E q| ≤ ∑ i ∈ B, M i * |p i - q i| := by
  induction B using Finset.induction_on generalizing E with
  | empty => simp [papEnergy]
  | insert a B ha ih =>
    obtain ⟨h0, h1⟩ := hp a (Finset.mem_insert_self a B)
    have hp' : ∀ i ∈ B, 0 ≤ p i ∧ p i ≤ 1 := fun i hi => hp i (Finset.mem_insert_of_mem hi)
    have hq' : ∀ i ∈ B, 0 ≤ q i ∧ q i ≤ 1 := fun i hi => hq i (Finset.mem_insert_of_mem hi)
    -- the remaining groups, with `a` outside and inside the QM region
    have e0 := abs_le.mp (ih E hp' hq' (fun S hS i hi hiS =>
      h S (hS.trans (Finset.subset_insert a B)) i (Finset.mem_insert_of_mem hi) hiS))
    have e1 := abs_le.mp (ih (fun S => E (insert a S)) hp' hq' (fun S hS i hi hiS => by
      have hia : i ≠ a := fun hh => ha (hh ▸ hi)
      have hn : i ∉ insert a S := by simp [hia, hiS]
      have := h (insert a S) (Finset.insert_subset_insert a hS) i
        (Finset.mem_insert_of_mem hi) hn
      rwa [Finset.insert_comm] at this))
    -- the averaged increment of group `a`
    have e2 := papEnergy_energy_error B q hq' (fun S => E (insert a S)) E (M a)
      (fun S hS => h S (hS.trans (Finset.subset_insert a B)) a
        (Finset.mem_insert_self a B) (fun hh => ha (hS hh)))
    have e3 : |(p a - q a) * (papEnergy B (fun S => E (insert a S)) q - papEnergy B E q)|
        ≤ M a * |p a - q a| := by
      rw [abs_mul, mul_comm]
      exact mul_le_mul_of_nonneg_right e2 (abs_nonneg _)
    have e4 := abs_le.mp e3
    have h1' : 0 ≤ 1 - p a := sub_nonneg.mpr h1
    have u0 := mul_le_mul_of_nonneg_left e0.1 h1'
    have u1 := mul_le_mul_of_nonneg_left e0.2 h1'
    have v0 := mul_le_mul_of_nonneg_left e1.1 h0
    have v1 := mul_le_mul_of_nonneg_left e1.2 h0
    rw [papEnergy_insert ha, papEnergy_insert ha, Finset.sum_insert ha, abs_le]
    constructor <;> linarith
```

**Q.** Perhaps your condition on the increments is much stronger than the estimate needs.

**A.** For a common bound $M$, the two are equivalent if the estimate is to hold for all $p$ and $q$ in $[0,1]$. To see the converse, use probabilities that are all 0 or 1. If $p_i=1$ for $i\in T$ and $p_i=0$ otherwise, any $S\ne T$ has weight zero: either $S$ contains a group with $p_i=0$, or it omits one with $1-p_i=0$. Only $E(T)$ survives.

```lean
/-- When all inclusion probabilities are 0 or 1, the adaptive energy is the energy of the
single partition `T` that they select. -/
theorem papEnergy_indicator {B T : Finset ι} (hT : T ⊆ B) (E : Finset ι → ℝ) :
    papEnergy B E (fun i => if i ∈ T then 1 else 0) = E T := by
  unfold papEnergy
  rw [Finset.sum_eq_single T]
  · have h1 : ∏ i ∈ T, (if i ∈ T then (1 : ℝ) else 0) = 1 :=
      Finset.prod_eq_one fun i hi => if_pos hi
    have h2 : ∏ i ∈ B \ T, (1 - (if i ∈ T then (1 : ℝ) else 0)) = 1 :=
      Finset.prod_eq_one fun i hi => by simp [(Finset.mem_sdiff.mp hi).2]
    rw [h1, h2]
    ring
  · intro S _ hne
    by_cases hST : S ⊆ T
    · obtain ⟨i, hi, hiS⟩ := Finset.not_subset.mp
        (fun hTS : T ⊆ S => hne (Finset.Subset.antisymm hST hTS))
      have z : ∏ i ∈ B \ S, (1 - (if i ∈ T then (1 : ℝ) else 0)) = 0 :=
        Finset.prod_eq_zero (Finset.mem_sdiff.mpr ⟨hT hi, hiS⟩) (by simp [hi])
      rw [z]
      ring
    · obtain ⟨i, hi, hiT⟩ := Finset.not_subset.mp hST
      have z : ∏ i ∈ S, (if i ∈ T then (1 : ℝ) else 0) = 0 :=
        Finset.prod_eq_zero hi (by simp [hiT])
      rw [z]
      ring
  · intro hn
    exact absurd (Finset.mem_powerset.mpr hT) hn
```

Now let $p$ select $S\cup\{i\}$ and let $q$ select $S$, with $i\notin S$. They differ only at $i$, so $\sum_j|p_j-q_j|=1$, and the estimate becomes $|E(S\cup\{i\})-E(S)|\le M$. In the theorem below, `key` is the assumed estimate for these two choices and `hsum` evaluates the sum. The other direction is the main theorem with every $M_i$ equal to $M$.

```lean
/-- The adaptive energies obey the bound `M * ∑ |p i - q i|` for all inclusion probabilities
in `[0,1]` exactly when adding any one group to any partition changes the energy by at
most `M`. -/
theorem papEnergy_lipschitz_iff (B : Finset ι) (E : Finset ι → ℝ) (M : ℝ) :
    (∀ p q : ι → ℝ, (∀ i ∈ B, 0 ≤ p i ∧ p i ≤ 1) → (∀ i ∈ B, 0 ≤ q i ∧ q i ≤ 1) →
      |papEnergy B E p - papEnergy B E q| ≤ M * ∑ i ∈ B, |p i - q i|) ↔
    ∀ S ⊆ B, ∀ i ∈ B, i ∉ S → |E (insert i S) - E S| ≤ M := by
  constructor
  · intro h S hS i hi hiS
    have hind : ∀ T : Finset ι, ∀ j ∈ B,
        0 ≤ (if j ∈ T then (1 : ℝ) else 0) ∧ (if j ∈ T then (1 : ℝ) else 0) ≤ 1 := by
      intro T j _
      split_ifs <;> norm_num
    -- compare the two sharp partitions `insert i S` and `S`
    have key := h (fun j => if j ∈ insert i S then 1 else 0) (fun j => if j ∈ S then 1 else 0)
      (hind _) (hind _)
    have hsum : ∑ j ∈ B, |(if j ∈ insert i S then (1 : ℝ) else 0)
        - (if j ∈ S then (1 : ℝ) else 0)| = 1 := by
      rw [Finset.sum_eq_single i]
      · simp [hiS]
      · intro j _ hj
        simp [hj]
      · intro hn
        exact absurd hi hn
    rw [papEnergy_indicator (Finset.insert_subset hi hS), papEnergy_indicator hS] at key
    calc |E (insert i S) - E S| ≤ M * _ := key
      _ = M := by rw [hsum, mul_one]
  · intro h p q hp hq
    rw [Finset.mul_sum]
    exact papEnergy_sub_le_sum B E (fun _ => M) p q hp hq h
```

**Q.** Could the estimate still be too generous for fractional probabilities?

**A.** For a particular energy function it can be, for instance when contributions cancel. But no smaller bound in terms of the $M_i$ and $|p_i-q_i|$ alone holds for every energy function, because additive energies can attain this one. Let $E(S)=c+\sum_{i\in S}m_i$, so that each group contributes a fixed correction $m_i$ regardless of the others. Then

$$A_B(E,p)=c+\sum_{i\in B}p_i m_i.$$

For $B=\varnothing$ this is $c$. When $a$ is added, $E^a$ is the same kind of energy with $c$ replaced by $c+m_a$. Writing $X=\sum_{i\in B}p_i m_i$, conditioning gives

$$(1-p_a)(c+X)+p_a(c+m_a+X)=c+p_a m_a+X.$$

The induction therefore generalizes over `c`, and `hshift` records the replacement. Setting all $m_i=0$ also shows that the weights sum to one.

```lean
/-- For energies additive in the buffer groups, the adaptive energy is the reference energy
plus each group's contribution weighted by its inclusion probability. -/
theorem papEnergy_additive (B : Finset ι) (c : ℝ) (m p : ι → ℝ) :
    papEnergy B (fun S => c + ∑ i ∈ S, m i) p = c + ∑ i ∈ B, p i * m i := by
  induction B using Finset.induction_on generalizing c with
  | empty => simp [papEnergy]
  | insert a B ha ih =>
    have hshift : papEnergy B (fun S => c + ∑ i ∈ insert a S, m i) p =
        papEnergy B (fun S => (c + m a) + ∑ i ∈ S, m i) p := by
      unfold papEnergy
      refine Finset.sum_congr rfl fun S hS => ?_
      have haS : a ∉ S := fun h => ha (Finset.mem_powerset.mp hS h)
      simp only [Finset.sum_insert haS, add_assoc]
    refine (papEnergy_insert ha _ p).trans ?_
    show (1 - p a) * papEnergy B (fun S => c + ∑ i ∈ S, m i) p +
      p a * papEnergy B (fun S => c + ∑ i ∈ insert a S, m i) p = _
    rw [hshift, ih, ih, Finset.sum_insert ha]
    ring
```

If $m_i\ge0$ and $q_i\le p_i$ for all $i\in B$, the difference is $\sum_i m_i(p_i-q_i)=\sum_i m_i|p_i-q_i|$, which is the upper bound with $M_i=m_i$. Corrections of mixed sign could partly cancel, which is why the signs are fixed here.

```lean
/-- The bound is attained: for additive energies with nonnegative contributions `m i`, raising
the inclusion probabilities from `q` to `p` changes the energy by `∑ m i * |p i - q i|`. -/
theorem papEnergy_bound_sharp (B : Finset ι) (c : ℝ) (m p q : ι → ℝ)
    (hm : ∀ i ∈ B, 0 ≤ m i) (hqp : ∀ i ∈ B, q i ≤ p i) :
    |papEnergy B (fun S => c + ∑ i ∈ S, m i) p - papEnergy B (fun S => c + ∑ i ∈ S, m i) q|
      = ∑ i ∈ B, m i * |p i - q i| := by
  have hdiff : (c + ∑ i ∈ B, p i * m i) - (c + ∑ i ∈ B, q i * m i)
      = ∑ i ∈ B, m i * |p i - q i| := by
    rw [add_sub_add_left_eq_sub, ← Finset.sum_sub_distrib]
    refine Finset.sum_congr rfl fun i hi => ?_
    rw [abs_of_nonneg (sub_nonneg.mpr (hqp i hi))]
    ring
  rw [papEnergy_additive, papEnergy_additive, hdiff]
  exact abs_of_nonneg (Finset.sum_nonneg fun i hi => mul_nonneg (hm i hi) (abs_nonneg _))

end PermutedAdaptivePartitioning
```

```lean
#print axioms PermutedAdaptivePartitioning.papEnergy_lipschitz_iff
-- 'PermutedAdaptivePartitioning.papEnergy_lipschitz_iff' depends on axioms: [propext, Classical.choice, Quot.sound]
#print axioms PermutedAdaptivePartitioning.papEnergy_bound_sharp
-- 'PermutedAdaptivePartitioning.papEnergy_bound_sharp' depends on axioms: [propext, Classical.choice, Quot.sound]
```

**Q.** So what may I conclude about an adaptive QM/MM simulation?

**A.** At a fixed geometry with finitely many buffer groups, and given bounds on the single-group increments, you can limit how far the permuted adaptive partitioning energy moves when you choose a different smoothing function. This holds for the full sum over partitions; a truncated sum or a different weighting of the partitions is not covered. If two choices differ by 0.1 in the probability of each of five groups and agree for all others, and every increment is at most $M$, the energies differ by at most $0.5\,M$. Whether that is acceptable depends on $M$, which has to come from your QM and MM methods.
